# On a finite k-mesh with positive weights, the thermopower diverges as T → 0⁺ if one level is nearest to μ but not at it

I am cooling a simple metal in a Boltzmann transport calculation. The band energies sit on a fixed k-mesh, the chemical potential $\mu$ is held fixed, and the thermopower comes from the average of $E-\mu$ over the thermal window, divided by $T$. For a metal I expect it to go to zero with temperature. It does shrink at first, but then it turns around and grows roughly like $1/T$, and a slightly different mesh can even flip its sign. Both sums in the average are exponentially small by then, so I suspected rounding. Would higher precision cure this, or is something wrong with the average itself?

## The nearest level takes over the average

Higher precision will not cure it. On a fixed mesh with a single level nearest to $\mu$, the quotient of the two sums tends to the energy of that level measured from $\mu$. If this difference is not zero, dividing by $T$ makes the thermopower diverge.

Set $k_B=1$ and label the mesh levels by $i$, with energies $E_i$ and transport weights $s_i\ge 0$ (squared velocity times relaxation time, for example). The derivative of the Fermi function is proportional to the window

$$w_T(x)=\frac{1}{\cosh^2(x/2T)},$$

and its prefactor cancels in the average

$$m(T)=\frac{\sum_i s_i\,w_T(E_i-\mu)\,(E_i-\mu)}{\sum_i s_i\,w_T(E_i-\mu)},\qquad S(T)=-\frac{m(T)}{T}.$$

Here $S$ is the electron thermopower in units of $k_B/e$. Let level $n$ be the only one nearest to $\mu$, with $s_n>0$.

**Suppression of the other levels.** From $\tfrac12 e^{|y|}\le\cosh y\le e^{|y|}$ it follows that, whenever $|b|-|a|\ge\Delta$,

$$\frac{w_T(b)}{w_T(a)}=\frac{\cosh^2(a/2T)}{\cosh^2(b/2T)}\le 4\,e^{(|a|-|b|)/T}\le 4\,e^{-\Delta/T}.$$

**Error of the average.** Subtracting $E_n-\mu$ from $m(T)$ gives

$$m(T)-(E_n-\mu)=\frac{\sum_i s_i\,w_T(E_i-\mu)\,(E_i-E_n)}{\sum_i s_i\,w_T(E_i-\mu)}.$$

The term $i=n$ in the numerator is zero. The denominator is at least $s_n w_T(E_n-\mu)$, since no term is negative. If every other level is farther from $\mu$ than level $n$ by at least $\Delta$, then

$$|m(T)-(E_n-\mu)|\le 4\,e^{-\Delta/T}\,C,\qquad C=\sum_i\frac{s_i}{s_n}|E_i-E_n|.$$

**A positive gap.** There are finitely many levels, so the smallest of the differences $|E_i-\mu|-|E_n-\mu|$ with $i\ne n$ is positive and serves as $\Delta$. If the mesh has only one level, any positive $\Delta$ will do.

**The limit.** Put $u=\Delta/T$. The error divided by $T$ is at most $(4C/\Delta)\,u\,e^{-u}$, which vanishes as $u\to\infty$. Therefore

$$S(T)=-\frac{E_n-\mu}{T}+r(T),\qquad r(T)\to0\quad\text{as }T\to0^+.$$

With $E_n$ above $\mu$ the thermopower goes to $-\infty$, and with $E_n$ below $\mu$ it goes to $+\infty$. This accounts for the sign flip: a changed mesh can put the nearest level on the other side of $\mu$.

Two special cases behave differently. If the single nearest level lies exactly at $\mu$, the leading term is absent and $S\to0$. If the mesh consists of just two levels, at $\mu+d$ and $\mu-d$, with positive weights $a$ and $b$, their windows are equal and cancel, so

$$m(T)=d\,\frac{a-b}{a+b}$$

at every $T>0$. Cooling then selects neither level. For equal weights the thermopower is zero throughout, while for unequal weights and $d\neq0$ its magnitude still grows as $1/T$.

For transport codes that sum non-interacting band energies over a fixed mesh, the consequence is that the low-temperature limit has to be taken after the mesh has been refined. In practice, the level spacing near $\mu$ in a metal should be small compared with $k_BT$. The decrease you expect for a metal belongs to a continuous spectrum, which the theorems below do not treat. If $\mu$ is instead held fixed inside a band gap, closer to one edge than to the other, the growth like $1/T$ is not a mesh artefact, and refining the mesh does not remove it.

## Levels, weights and limits in Lean

The finite type `ι` labels the levels, so one index can stand for a k-point together with a band. The functions `s` and `E` give the weights and energies, while `μ` and `T` are real numbers, with `T` measured in energy units. The definitions `window`, `meanEnergy` and `thermopower` are $w_T$, $m$ and $S$. The filter `𝓝[>] 0` expresses $T\to0^+$.

The hypotheses have these meanings:

- `hs` says that no weight is negative. Zero weights are allowed, as at a band extremum where the velocity vanishes.
- `hn` says that the nearest level does contribute to transport.
- `hnear` says that every other index has an energy strictly farther from $\mu$. Levels degenerate with the nearest one, such as those at symmetry-equivalent k-points, must therefore first be merged with it into one level with the summed weight. A zero-weight level that lies nearer to $\mu$ than level $n$, or equally near, must be removed from the list.
- `hμ` in `thermopower_diverges` says that the nearest level misses $\mu$.

Under the first three, `meanEnergy_tendsto` states that $m(T)\to E_n-\mu$. With the fourth, `thermopower_diverges` states that $|S|\to\infty$ and gives the two signed limits. The theorem `thermopower_vanishes_of_level_at_mu` shows that the divergence fails if `hμ` is omitted. The identity `meanEnergy_symmetric_pair`, taken with $d\neq0$, shows that the strict inequality in `hnear` cannot be relaxed to $\le$.

The model keeps the energies, the weights and $\mu$ fixed during cooling. A temperature-dependent factor common to all weights would cancel, but a relaxation time whose energy dependence changes with temperature is a different problem, as is a chemical potential that moves to conserve the electron number.

```lean
import Mathlib

open Filter Topology

namespace FiniteMeshThermopower

noncomputable section

/-- The thermal window `1 / cosh² (x / (2T))` at energy `x` from the chemical potential,
for temperature `T ≠ 0` and `k_B = 1`. -/
def window (T x : ℝ) : ℝ := 1 / Real.cosh (x / (2 * T)) ^ 2

variable {ι : Type*} [Fintype ι]

/-- The mean of `E i - μ` over the mesh, weighted by `s i` times the thermal window,
for `T ≠ 0` and weights whose windowed sum is nonzero. -/
def meanEnergy (s E : ι → ℝ) (μ T : ℝ) : ℝ :=
  (∑ i, s i * window T (E i - μ) * (E i - μ)) / ∑ i, s i * window T (E i - μ)

/-- The electron thermopower computed on the mesh, in units of `k_B / e`, for `T ≠ 0` and
weights whose windowed sum is nonzero. -/
def thermopower (s E : ι → ℝ) (μ T : ℝ) : ℝ := -meanEnergy s E μ T / T

/-- The thermal window is positive. -/
theorem window_pos (T x : ℝ) : 0 < window T x :=
  one_div_pos.mpr (pow_pos (Real.cosh_pos _) 2)

/-- At `T > 0`, an energy `b` farther from the chemical potential than `a` by at least `Δ` has a
window at most `4 exp (-Δ / T)` times that of `a`. -/
theorem window_suppression {T a b Δ : ℝ} (hT : 0 < T) (h : Δ ≤ |b| - |a|) :
    window T b ≤ 4 * Real.exp (-Δ / T) * window T a := by
  have h2T : 0 < 2 * T := by positivity
  -- cosh lies between half the growing exponential and the full one
  have up : ∀ x : ℝ, Real.cosh x ≤ Real.exp |x| := by
    intro x
    have h1 : Real.exp (-|x|) ≤ Real.exp |x| :=
      Real.exp_le_exp.mpr (by linarith [abs_nonneg x])
    rw [← Real.cosh_abs x, Real.cosh_eq]
    linarith
  have lo : ∀ x : ℝ, Real.exp |x| ≤ 2 * Real.cosh x := by
    intro x
    rw [← Real.cosh_abs x, Real.cosh_eq]
    linarith [Real.exp_pos (-|x|)]
  have mid : Real.exp |a / (2 * T)| ≤
      Real.exp (-Δ / (2 * T)) * Real.exp |b / (2 * T)| := by
    rw [← Real.exp_add, Real.exp_le_exp, abs_div, abs_div, abs_of_pos h2T, ← add_div]
    exact (div_le_div_iff_of_pos_right h2T).mpr (by linarith)
  have hAB : Real.cosh (a / (2 * T)) ≤
      Real.exp (-Δ / (2 * T)) * (2 * Real.cosh (b / (2 * T))) :=
    ((up _).trans mid).trans (mul_le_mul_of_nonneg_left (lo _) (Real.exp_pos _).le)
  have hsq := pow_le_pow_left₀ (Real.cosh_pos _).le hAB 2
  have he : Real.exp (-Δ / T) = Real.exp (-Δ / (2 * T)) ^ 2 := by
    rw [sq, ← Real.exp_add]
    congr 1
    ring
  unfold window
  rw [mul_one_div, div_le_div_iff₀ (pow_pos (Real.cosh_pos _) 2)
    (pow_pos (Real.cosh_pos _) 2), he]
  nlinarith [hsq]

/-- Error bound at `T > 0`: if every other level is farther from `μ` than level `n` by at
least `Δ`, the weights are nonnegative and `s n > 0`, then the mean energy differs from
`E n - μ` by at most a constant times `exp (-Δ / T)`. -/
theorem meanEnergy_error {s E : ι → ℝ} {μ T Δ : ℝ} {n : ι} (hs : ∀ i, 0 ≤ s i)
    (hn : 0 < s n) (hT : 0 < T) (hΔ : ∀ i, i ≠ n → Δ ≤ |E i - μ| - |E n - μ|) :
    |meanEnergy s E μ T - (E n - μ)| ≤
      4 * Real.exp (-Δ / T) * ∑ i, s i / s n * |E i - E n| := by
  have hZn : s n * window T (E n - μ) ≤ ∑ i, s i * window T (E i - μ) :=
    Finset.single_le_sum (f := fun i => s i * window T (E i - μ))
      (fun i _ => mul_nonneg (hs i) (window_pos _ _).le) (Finset.mem_univ n)
  have hZ : 0 < ∑ i, s i * window T (E i - μ) :=
    (mul_pos hn (window_pos _ _)).trans_le hZn
  -- the error is itself a weighted mean, of the signed differences E i - E n
  have key : meanEnergy s E μ T - (E n - μ) =
      (∑ i, s i * window T (E i - μ) * (E i - E n)) / ∑ i, s i * window T (E i - μ) := by
    unfold meanEnergy
    rw [eq_div_iff hZ.ne', sub_mul, div_mul_cancel₀ _ hZ.ne', Finset.mul_sum,
      ← Finset.sum_sub_distrib]
    exact Finset.sum_congr rfl fun i _ => by ring
  rw [key, abs_div, abs_of_pos hZ, div_le_iff₀ hZ]
  calc |∑ i, s i * window T (E i - μ) * (E i - E n)|
      ≤ ∑ i, |s i * window T (E i - μ) * (E i - E n)| := Finset.abs_sum_le_sum_abs _ _
    _ ≤ ∑ i, 4 * Real.exp (-Δ / T) * (s i / s n * |E i - E n|) *
          (s n * window T (E n - μ)) := by
        refine Finset.sum_le_sum fun i _ => ?_
        by_cases h : i = n
        · rw [h]
          simp
        · rw [abs_mul, abs_of_nonneg (mul_nonneg (hs i) (window_pos _ _).le)]
          have hb := mul_le_mul_of_nonneg_right (mul_le_mul_of_nonneg_left
            (window_suppression hT (hΔ i h)) (hs i)) (abs_nonneg (E i - E n))
          refine hb.trans_eq ?_
          generalize Real.exp (-Δ / T) = x
          field_simp
    _ = 4 * Real.exp (-Δ / T) * (∑ i, s i / s n * |E i - E n|) *
          (s n * window T (E n - μ)) := by rw [← Finset.sum_mul, ← Finset.mul_sum]
    _ ≤ _ := mul_le_mul_of_nonneg_left hZn (mul_nonneg (by positivity)
        (Finset.sum_nonneg fun i _ =>
          mul_nonneg (div_nonneg (hs i) hn.le) (abs_nonneg _)))

/-- On a finite mesh with a unique level `n` nearest to `μ`, all other levels are farther
from `μ` by at least some common `Δ > 0`. -/
theorem exists_gap {E : ι → ℝ} {μ : ℝ} {n : ι}
    (hnear : ∀ i, i ≠ n → |E n - μ| < |E i - μ|) :
    ∃ Δ : ℝ, 0 < Δ ∧ ∀ i, i ≠ n → Δ ≤ |E i - μ| - |E n - μ| := by
  classical
  rcases (Finset.univ.erase n).eq_empty_or_nonempty with h | h
  · refine ⟨1, one_pos, fun i hi => ?_⟩
    have hm : i ∈ Finset.univ.erase n := Finset.mem_erase.mpr ⟨hi, Finset.mem_univ i⟩
    rw [h] at hm
    simp at hm
  · obtain ⟨j, hj, hmin⟩ := Finset.exists_min_image _ (fun i => |E i - μ|) h
    refine ⟨|E j - μ| - |E n - μ|, sub_pos.mpr (hnear j (Finset.ne_of_mem_erase hj)),
      fun i hi => ?_⟩
    have := hmin i (Finset.mem_erase.mpr ⟨hi, Finset.mem_univ i⟩)
    linarith

/-- For nonnegative weights and a unique nearest level `n` with `s n > 0`, the difference
between the mean energy and `E n - μ` vanishes faster than `T` as `T → 0+`. -/
theorem meanEnergy_remainder {s E : ι → ℝ} {μ : ℝ} {n : ι} (hs : ∀ i, 0 ≤ s i)
    (hn : 0 < s n) (hnear : ∀ i, i ≠ n → |E n - μ| < |E i - μ|) :
    Tendsto (fun T => (meanEnergy s E μ T - (E n - μ)) / T) (𝓝[>] 0) (𝓝 0) := by
  obtain ⟨Δ, hΔ, hgap⟩ := exists_gap hnear
  obtain ⟨C, hC⟩ : ∃ C, C = ∑ i, s i / s n * |E i - E n| := ⟨_, rfl⟩
  -- the exponential suppression beats the factor 1 / T
  have h1 : Tendsto (fun T : ℝ => Δ * T⁻¹) (𝓝[>] 0) atTop :=
    tendsto_inv_nhdsGT_zero.const_mul_atTop hΔ
  have h2 := ((Real.tendsto_pow_mul_exp_neg_atTop_nhds_zero 1).comp h1).const_mul
    (4 * C / Δ)
  rw [mul_zero] at h2
  refine squeeze_zero_norm' ?_ h2
  filter_upwards [self_mem_nhdsWithin] with T hT
  have hT' : 0 < T := hT
  rw [Real.norm_eq_abs, abs_div, abs_of_pos hT', div_le_iff₀ hT']
  refine (meanEnergy_error hs hn hT' hgap).trans_eq ?_
  have he : -Δ / T = -(Δ * T⁻¹) := by ring
  simp only [Function.comp_apply, pow_one]
  rw [← hC, he]
  generalize Real.exp (-(Δ * T⁻¹)) = x
  field_simp

/-- For nonnegative weights and a unique nearest level `n` with `s n > 0`, the mean energy
tends to `E n - μ` as `T → 0+`. -/
theorem meanEnergy_tendsto {s E : ι → ℝ} {μ : ℝ} {n : ι} (hs : ∀ i, 0 ≤ s i)
    (hn : 0 < s n) (hnear : ∀ i, i ≠ n → |E n - μ| < |E i - μ|) :
    Tendsto (meanEnergy s E μ) (𝓝[>] 0) (𝓝 (E n - μ)) := by
  have hid : Tendsto (fun T : ℝ => T) (𝓝[>] 0) (𝓝 0) :=
    tendsto_id.mono_left nhdsWithin_le_nhds
  have h := ((meanEnergy_remainder hs hn hnear).mul hid).add_const (E n - μ)
  rw [mul_zero, zero_add] at h
  refine h.congr' ?_
  filter_upwards [self_mem_nhdsWithin] with T hT
  rw [div_mul_cancel₀ _ (Set.mem_Ioi.mp hT).ne', sub_add_cancel]

/-- Finite-mesh failure: for nonnegative weights and a unique nearest level `n` with
`s n > 0` and `E n ≠ μ`, the computed thermopower diverges in magnitude as `T → 0+`. It goes
to `-∞` if the level lies above `μ` and to `+∞` if it lies below. -/
theorem thermopower_diverges {s E : ι → ℝ} {μ : ℝ} {n : ι} (hs : ∀ i, 0 ≤ s i)
    (hn : 0 < s n) (hnear : ∀ i, i ≠ n → |E n - μ| < |E i - μ|) (hμ : E n ≠ μ) :
    Tendsto (fun T => |thermopower s E μ T|) (𝓝[>] 0) atTop ∧
    (μ < E n → Tendsto (thermopower s E μ) (𝓝[>] 0) atBot) ∧
    (E n < μ → Tendsto (thermopower s E μ) (𝓝[>] 0) atTop) := by
  have hm := (meanEnergy_tendsto hs hn hnear).neg
  have hinv : Tendsto (fun T : ℝ => T⁻¹) (𝓝[>] 0) atTop := tendsto_inv_nhdsGT_zero
  refine ⟨?_, fun h => ?_, fun h => ?_⟩
  · have hpos : 0 < |-(E n - μ)| := abs_pos.mpr (neg_ne_zero.mpr (sub_ne_zero.mpr hμ))
    refine (hm.abs.pos_mul_atTop hpos hinv).congr' ?_
    filter_upwards [self_mem_nhdsWithin] with T hT
    rw [thermopower, abs_div, abs_of_pos (Set.mem_Ioi.mp hT), div_eq_mul_inv]
  · refine (hm.neg_mul_atTop (by linarith) hinv).congr fun T => ?_
    rw [thermopower, div_eq_mul_inv]
  · refine (hm.pos_mul_atTop (by linarith) hinv).congr fun T => ?_
    rw [thermopower, div_eq_mul_inv]

/-- For nonnegative weights, if a single level `n` lies exactly at `μ` and `s n > 0`, the
computed thermopower tends to zero as `T → 0+`. -/
theorem thermopower_vanishes_of_level_at_mu {s E : ι → ℝ} {μ : ℝ} {n : ι}
    (hs : ∀ i, 0 ≤ s i) (hn : 0 < s n) (hμ : E n = μ) (hne : ∀ i, i ≠ n → E i ≠ μ) :
    Tendsto (thermopower s E μ) (𝓝[>] 0) (𝓝 0) := by
  have hnear : ∀ i, i ≠ n → |E n - μ| < |E i - μ| := by
    intro i hi
    rw [hμ, sub_self, abs_zero]
    exact abs_pos.mpr (sub_ne_zero.mpr (hne i hi))
  have h := (meanEnergy_remainder hs hn hnear).neg
  rw [neg_zero] at h
  refine h.congr fun T => ?_
  rw [thermopower, hμ]
  ring

/-- Two levels at `μ + d` and `μ - d` with positive weights `a` and `b` have the mean energy
`d (a - b) / (a + b)` at every temperature, written here without the division. -/
theorem meanEnergy_symmetric_pair {a b : ℝ} (ha : 0 < a) (hb : 0 < b) (μ d T : ℝ) :
    meanEnergy ![a, b] ![μ + d, μ - d] μ T * (a + b) = d * (a - b) := by
  have hw : window T (-d) = window T d := by
    simp only [window, neg_div, Real.cosh_neg]
  have hp := window_pos T d
  have hZ : a * window T d + b * window T d ≠ 0 := by positivity
  have e1 : μ + d - μ = d := by ring
  have e2 : μ - d - μ = -d := by ring
  simp only [meanEnergy, Fin.sum_univ_two, Matrix.cons_val_zero, Matrix.cons_val_one]
  rw [e1, e2, hw, div_mul_eq_mul_div, div_eq_iff hZ]
  ring

end

end FiniteMeshThermopower
```

```lean
#print axioms FiniteMeshThermopower.thermopower_diverges
#print axioms FiniteMeshThermopower.thermopower_vanishes_of_level_at_mu
#print axioms FiniteMeshThermopower.meanEnergy_symmetric_pair
```

```
'FiniteMeshThermopower.thermopower_diverges' depends on axioms: [propext, Classical.choice, Quot.sound]
'FiniteMeshThermopower.thermopower_vanishes_of_level_at_mu' depends on axioms: [propext, Classical.choice, Quot.sound]
'FiniteMeshThermopower.meanEnergy_symmetric_pair' depends on axioms: [propext, Classical.choice, Quot.sound]
```

## From the cosh bounds to the divergence

`window_suppression` is the first estimate. Its steps `up` and `lo` are the upper and lower exponential bounds on cosh, and `mid` compares the exponentials at the two energies. Together they give `hAB`, an inequality between the two cosh values. Squaring it produces the factor 4 and turns $e^{-\Delta/2T}$ into $e^{-\Delta/T}$. `window_pos` supplies the positivity that is needed whenever windows appear in a denominator.

`meanEnergy_error` follows the error calculation above. The step `hZn` bounds the denominator from below by the term of level $n$, and `key` is the identity that rewrites the error as a weighted mean of $E_i-E_n$. The `calc` block then applies the triangle inequality, treats the vanishing term $i=n$ separately, uses the suppression for every other term, and finally replaces the term of level $n$ by the whole denominator.

`exists_gap` picks the closest level among those other than $n$ with `Finset.exists_min_image`. When there is no other level, it returns the gap 1.

`meanEnergy_remainder` proves that the error divided by $T$ vanishes. It uses the Mathlib limit $u\,e^{-u}\to0$ at $u=\Delta/T$ and squeezes the quotient beneath it with `squeeze_zero_norm'`. Multiplying this result by $T$ and adding $E_n-\mu$ gives `meanEnergy_tendsto`.

In `thermopower_diverges`, $S$ is written as $-m(T)$ times $T^{-1}$. The first factor has the nonzero limit $-(E_n-\mu)$ and the second grows without bound, so `pos_mul_atTop` and `neg_mul_atTop` give the limits according to sign. The statement about $|S|$ uses the absolute value of the first factor.

When $E_n=\mu$, the thermopower is exactly minus the quotient treated in `meanEnergy_remainder`, so `thermopower_vanishes_of_level_at_mu` follows from that theorem. This is where the faster decay matters: knowing only that $m(T)\to0$ would not control $m(T)/T$. For the symmetric pair, `hw` records that the window is even, after which the common window factor cancels.
